# For tableaux of one shape, c_T c_U = 0 if T is standard and larger at the first difference

Let c_U = a_U b_U be the Young symmetriser of a tableau U, the row symmetriser times the column antisymmetriser. Of two tableaux of one shape, call larger the one with the larger entry at the first cell where they differ, reading row by row from the top. To read off the coefficients of a known combination X = Σ g_U c_U over the standard tableaux of one shape, multiply X from the left by b_T, where T is the largest of these tableaux. All other terms vanish, so g_T (possibly zero) is fixed; subtract g_T c_T and repeat with the next largest. In the construction of spin eigenfunctions for a finite number n of electrons, this concerns the permutation operators only: applied to a particular product function, independent operators can still give dependent functions.

## One shape, with every label used once

A tableau is a bijection T from the cells of a Young diagram μ to the particle labels 0, …, n−1. `row T x` and `col T x` locate label x, counting from 0. If μ does not have n cells, there are no tableaux and the statements are empty.

```lean
import Mathlib

open Equiv

namespace StandardTableauOrthogonality

noncomputable section

/-- The rational group algebra of the permutations of `n` particles. -/
abbrev GroupAlgebra (n : ℕ) := MonoidAlgebra ℚ (Perm (Fin n))

/-- A permutation regarded as an element of the group algebra. -/
def permOp (n : ℕ) : Perm (Fin n) →* GroupAlgebra n := MonoidAlgebra.of ℚ (Perm (Fin n))

/-- A tableau: the cells of the shape `μ` are filled with `n` particle labels, each used once. -/
abbrev Tableau (μ : YoungDiagram) (n : ℕ) := {c : ℕ × ℕ // c ∈ μ} ≃ Fin n

variable {μ : YoungDiagram} {n : ℕ}

/-- The row in which a label stands. -/
def row (T : Tableau μ n) (x : Fin n) : ℕ := (T.symm x).1.1

/-- The column in which a label stands. -/
def col (T : Tableau μ n) (x : Fin n) : ℕ := (T.symm x).1.2
```

The common shape lets T and U be compared cell by cell. Without it, "first difference" would need another definition.

## T is standard

Entries increase along rows and down columns. This condition picks out a subset of the n! tableaux of a shape with n cells.

```lean
/-- A tableau is standard if its entries increase along each row and down each column. -/
def IsStandard (T : Tableau μ n) : Prop :=
  (∀ c d, c.1.1 = d.1.1 → c.1.2 < d.1.2 → T c < T d) ∧
  (∀ c d, c.1.2 = d.1.2 → c.1.1 < d.1.1 → T c < T d)
```

By hand, standardness locates a label in T; in Lean it enters only through `hT` in `exists_common_pair`. U need not be standard. Without the condition on T the result fails: writing rows separated by a slash, T = [1 0 / 2] and U = [0 1 / 2] give c_T c_U = 3 c_U.

## T has the larger entry at the first difference

Cells are read row by row from the top, each row from left to right. The hypothesis implies T ≠ U and fixes the order of the product.

```lean
/-- Row-reading order of cells: upper rows first, each row from left to right. -/
def Before (c d : ℕ × ℕ) : Prop := c.1 < d.1 ∨ (c.1 = d.1 ∧ c.2 < d.2)

/-- At the first cell, in row-reading order, where `T` and `U` differ, `T` has the larger entry. -/
def LargerAtFirstDifference (T U : Tableau μ n) : Prop :=
  ∃ c, (∀ d, Before d.1 c.1 → T d = U d) ∧ U c < T c
```

The row symmetriser a_T sums the permutations that keep every label in its row of T. The column antisymmetriser b_T is the signed sum of those that keep columns, and c_T = a_T b_T. These are unnormalised: the idempotent is (f/n!) c_T, with f the number of standard tableaux of the shape.

```lean
/-- The row symmetriser: the sum of all permutations that keep every label in its row. -/
def rowSym (T : Tableau μ n) : GroupAlgebra n :=
  ∑ p : Perm (Fin n) with ∀ x, row T (p x) = row T x, permOp n p

/-- The column antisymmetriser: the signed sum of all permutations that keep every label
in its column. -/
def colAnti (T : Tableau μ n) : GroupAlgebra n :=
  ∑ q : Perm (Fin n) with ∀ x, col T (q x) = col T x, ((Perm.sign q : ℤ) : ℚ) • permOp n q

/-- The Young symmetriser: row symmetriser times column antisymmetriser. -/
def young (T : Tableau μ n) : GroupAlgebra n := rowSym T * colAnti T
```

Let c be the first differing cell, and let d be the cell of T holding x = U(c), so T(d) < T(c). If d came before c, agreement would give U(d) = T(d) = U(c), hence d = c, which is impossible. So d is not in a higher row. If d were not to the left of c, the cell e in the row of c and the column of d would give T(c) ≤ T(e) ≤ T(d), a contradiction. So d is strictly to the left and, not being before c, strictly below. Now e precedes c, so T(e) = U(e) = y. Thus x ≠ y share a column of T and a row of U.

```lean
/-- If `T` is standard and has the larger entry at the first difference from `U`, then two
labels share a column of `T` and a row of `U`. -/
theorem exists_common_pair {T U : Tableau μ n} (hT : IsStandard T)
    (h : LargerAtFirstDifference T U) :
    ∃ x y, x ≠ y ∧ col T x = col T y ∧ row U x = row U y := by
  obtain ⟨c, hagree, hlt⟩ := h
  -- `d` is the cell of `T` that holds the entry of `U` at the first difference
  obtain ⟨d, hd⟩ := T.surjective (U c)
  have hdc : T d < T c := hd ▸ hlt
  have hnot : ¬ Before d.1 c.1 := fun hb => by
    have hdc' : d = c := U.injective ((hagree d hb).symm.trans hd)
    rw [hdc'] at hdc
    exact lt_irrefl _ hdc
  have hrow : c.1.1 ≤ d.1.1 := by
    by_contra hc
    exact hnot (Or.inl (not_le.1 hc))
  -- standardness of `T` puts `d` strictly to the left of `c`
  have hcol : d.1.2 < c.1.2 := by
    by_contra hc
    have hc' : c.1.2 ≤ d.1.2 := not_lt.1 hc
    let e : {c : ℕ × ℕ // c ∈ μ} := ⟨(c.1.1, d.1.2), μ.up_left_mem hrow le_rfl d.2⟩
    have h1 : T c ≤ T e := by
      rcases hc'.eq_or_lt with h | h
      · exact le_of_eq (congrArg T (Subtype.ext (Prod.ext rfl h)))
      · exact (hT.1 c e rfl h).le
    have h2 : T e ≤ T d := by
      rcases hrow.eq_or_lt with h | h
      · exact le_of_eq (congrArg T (Subtype.ext (Prod.ext h rfl)))
      · exact (hT.2 e d rfl h).le
    exact absurd hdc (not_lt_of_ge (h1.trans h2))
  have hrow' : c.1.1 < d.1.1 :=
    lt_of_le_of_ne hrow fun h => hnot (Or.inr ⟨h.symm, hcol⟩)
  -- the cell in the row of `c` and the column of `d` has the same entry in both tableaux
  let e : {c : ℕ × ℕ // c ∈ μ} := ⟨(c.1.1, d.1.2), μ.up_left_mem le_rfl hcol.le c.2⟩
  have he : T e = U e := hagree e (Or.inr ⟨rfl, hcol⟩)
  refine ⟨T d, T e, fun h => ?_, ?_, ?_⟩
  · have h' : d.1.1 = c.1.1 := congrArg (fun z => z.1.1) (T.injective h)
    omega
  · simp only [col, symm_apply_apply, e]
  · rw [he, hd]
    simp only [row, symm_apply_apply, e]
```

With τ = (x y), reindexing the sums gives τ a_U = a_U and b_T τ = −b_T (`ha` and `hb` below). Hence

b_T a_U = b_T τ a_U = −b_T a_U = 0,

c_T c_U = a_T (b_T a_U) b_U = 0.

```lean
/-- Exchanging two labels with equal `f` leaves `f` unchanged. -/
private theorem swap_keeps {f : Fin n → ℕ} {x y : Fin n} (h : f x = f y) (z : Fin n) :
    f (swap x y z) = f z := by
  rw [swap_apply_def]
  split_ifs <;> simp_all

/-- If `T` is standard and has the larger entry at the first difference from `U`, the column
antisymmetriser of `T` annihilates the row symmetriser of `U`. -/
theorem colAnti_mul_rowSym {T U : Tableau μ n} (hT : IsStandard T)
    (h : LargerAtFirstDifference T U) : colAnti T * rowSym U = 0 := by
  obtain ⟨x, y, hxy, hc, hr⟩ := exists_common_pair hT h
  -- the exchange of `x` and `y` is absorbed by the row symmetriser
  have ha : permOp n (swap x y) * rowSym U = rowSym U := by
    unfold rowSym
    rw [Finset.mul_sum]
    refine Finset.sum_equiv (Equiv.mulLeft (swap x y)) (fun p => ?_) (fun p _ => ?_)
    · simp [Perm.mul_apply, swap_keeps hr]
    · exact (map_mul (permOp n) _ _).symm
  -- and changes the sign of the column antisymmetriser
  have hb : colAnti T * permOp n (swap x y) = -colAnti T := by
    unfold colAnti
    rw [Finset.sum_mul, ← Finset.sum_neg_distrib]
    refine Finset.sum_equiv (Equiv.mulRight (swap x y)) (fun q => ?_) (fun q _ => ?_)
    · simp only [Finset.mem_filter, Finset.mem_univ, true_and, coe_mulRight, Perm.mul_apply]
      refine ⟨fun hq z => (hq _).trans (swap_keeps hc z), fun hq z => ?_⟩
      have hz := hq (swap x y z)
      rw [show swap x y (swap x y z) = z from Equiv.congr_fun (swap_swap x y) z] at hz
      exact hz.trans (swap_keeps hc z)
    · rw [coe_mulRight, Perm.sign_mul, Perm.sign_swap hxy, map_mul (permOp n), smul_mul_assoc]
      simp only [mul_neg, mul_one, Units.val_neg, Int.cast_neg, neg_smul, neg_neg]
  have hneg : colAnti T * rowSym U = -(colAnti T * rowSym U) := by
    rw [← neg_mul, ← hb, mul_assoc, ha]
  linear_combination (norm := module) (1 / 2 : ℚ) • hneg

/-- One-sided orthogonality: if `T` is standard and has the larger entry at the first
difference from `U`, then `c_T c_U = 0`. -/
theorem young_mul_young {T U : Tableau μ n} (hT : IsStandard T)
    (h : LargerAtFirstDifference T U) : young T * young U = 0 := by
  calc young T * young U = rowSym T * (colAnti T * rowSym U) * colAnti U := by
        simp only [young, mul_assoc]
    _ = 0 := by rw [colAnti_mul_rowSym hT h, mul_zero, zero_mul]
```

For T = [0 2 / 1] and U = [0 1 / 2], the shared pair is 0, 1:

b_T a_U = (1 − (0 1))(1 + (0 1)) = 1 − (0 1)² = 0.

Here the reverse product vanishes too. In general it need not: for T = [0 2 4 / 1 3] and U = [0 1 2 / 3 4], c_T c_U = 0 but c_U c_T ≠ 0.

Had the symmetriser been defined as b_T a_T, the condition would change sides: the product for T, then U, would vanish when U is standard and larger.

Distinct tableaux are always comparable. Lean compares their reading words lexicographically, with zero outside the shape, so for two distinct standard tableaux at least one product vanishes.

```lean
/-- The entry of a tableau at a cell, and zero outside the shape. -/
def entry (T : Tableau μ n) (c : ℕ × ℕ) : ℕ := if h : c ∈ μ then (T ⟨c, h⟩ : ℕ) else 0

/-- The entries in row-reading order, compared lexicographically. -/
def word (T : Tableau μ n) : Lex (ℕ ×ₗ ℕ → ℕ) := toLex fun c => entry T (ofLex c)

private theorem entry_cell (T : Tableau μ n) (c : {c : ℕ × ℕ // c ∈ μ}) :
    entry T c.1 = T c := dif_pos c.2

private theorem larger_of_word_lt {T U : Tableau μ n} (h : word U < word T) :
    LargerAtFirstDifference T U := by
  obtain ⟨i, hagree, hlt⟩ := h
  have hlt' : entry U (ofLex i) < entry T (ofLex i) := hlt
  have hi : ofLex i ∈ μ := by
    by_contra hi
    simp [entry, hi] at hlt'
  refine ⟨⟨ofLex i, hi⟩, fun d hd => ?_, ?_⟩
  · have h1 : entry U d.1 = entry T d.1 := hagree (toLex d.1) (Prod.Lex.lt_iff.2 hd)
    rw [entry_cell, entry_cell] at h1
    exact Fin.ext h1.symm
  · have h2 := entry_cell U ⟨ofLex i, hi⟩
    have h3 := entry_cell T ⟨ofLex i, hi⟩
    exact Fin.lt_def.2 (by rw [← h2, ← h3]; exact hlt')

/-- Of two distinct tableaux of one shape, one has the larger entry at the first difference. -/
theorem larger_or_larger {T U : Tableau μ n} (h : T ≠ U) :
    LargerAtFirstDifference T U ∨ LargerAtFirstDifference U T := by
  rcases lt_trichotomy (word U) (word T) with hlt | heq | hlt
  · exact Or.inl (larger_of_word_lt hlt)
  · refine absurd (Equiv.ext fun c => Fin.ext ?_) h
    have h1 : entry U c.1 = entry T c.1 := congrFun (toLex.injective heq) (toLex c.1)
    rw [← entry_cell, ← entry_cell, h1]
  · exact Or.inr (larger_of_word_lt hlt)

/-- For two distinct standard tableaux of one shape, the product of the Young symmetrisers
vanishes in at least one order. -/
theorem young_mul_eq_zero_or {T U : Tableau μ n} (hT : IsStandard T) (hU : IsStandard U)
    (h : T ≠ U) : young T * young U = 0 ∨ young U * young T = 0 :=
  (larger_or_larger h).imp (young_mul_young hT) (young_mul_young hU)
```

## Rational coefficients

The proof of linear independence below uses that the rational numbers have characteristic zero. In b_T a_T b_T, a term q p r contributes to the identity only if p = q⁻¹r⁻¹. Then p preserves both rows and columns, so p = 1 and r = q⁻¹, and the signs multiply to +1. The identity coefficient is therefore the number of column-preserving permutations, which is positive; modulo a prime dividing that number it would be zero, and this argument would fail. The conclusion may still hold: for a single column with n = 2, modulo 2, the only symmetriser is 1 − (0 1), which is nonzero.

Lean extracts the coefficient with a linear functional φ and shows that it is positive.

```lean
/-- A linear functional on the group algebra reads off the coefficient of the identity. -/
private theorem exists_identity_coeff (n : ℕ) : ∃ φ : GroupAlgebra n →ₗ[ℚ] ℚ,
    ∀ g, φ (permOp n g) = if g = 1 then 1 else 0 := by
  let ρ : Perm (Fin n) →* Module.End ℚ (Perm (Fin n) → ℚ) :=
    { toFun := fun g => LinearMap.funLeft ℚ ℚ (fun x => x * g)
      map_one' := LinearMap.ext fun f => funext fun x => by
        change f (x * 1) = f x
        rw [mul_one]
      map_mul' := fun g h => LinearMap.ext fun f => funext fun x => by
        change f (x * (g * h)) = f (x * g * h)
        rw [mul_assoc] }
  let L : GroupAlgebra n →ₐ[ℚ] Module.End ℚ (Perm (Fin n) → ℚ) := MonoidAlgebra.lift _ _ _ ρ
  let e : Perm (Fin n) → ℚ := fun x => if x = 1 then 1 else 0
  refine ⟨{ toFun := fun x => L x e 1
            map_add' := by intros; simp
            map_smul' := by intros; simp }, fun g => ?_⟩
  have h : L (permOp n g) = ρ g := MonoidAlgebra.lift_of _ _
  change L (permOp n g) e 1 = _
  rw [h]
  change (if 1 * g = 1 then (1 : ℚ) else 0) = _
  rw [one_mul]

/-- For every tableau, the row symmetriser between two column antisymmetrisers is nonzero. -/
theorem colAnti_rowSym_colAnti_ne_zero (T : Tableau μ n) :
    colAnti T * rowSym T * colAnti T ≠ 0 := by
  obtain ⟨φ, hφ⟩ := exists_identity_coeff n
  have hterm : ∀ q p r : Perm (Fin n),
      φ (((Perm.sign q : ℤ) : ℚ) • permOp n q * permOp n p *
        (((Perm.sign r : ℤ) : ℚ) • permOp n r)) =
      ((Perm.sign q : ℤ) : ℚ) * (((Perm.sign r : ℤ) : ℚ) * if q * p * r = 1 then 1 else 0) := by
    intro q p r
    rw [smul_mul_assoc, smul_mul_assoc, mul_smul_comm, ← map_mul (permOp n),
      ← map_mul (permOp n), map_smul, map_smul, hφ, smul_eq_mul, smul_eq_mul]
  -- only the identity preserves rows and columns, so no contribution is negative
  have h0 : ∀ q p r : Perm (Fin n), (∀ x, col T (q x) = col T x) →
      (∀ x, row T (p x) = row T x) → (∀ x, col T (r x) = col T x) →
      0 ≤ ((Perm.sign q : ℤ) : ℚ) *
        (((Perm.sign r : ℤ) : ℚ) * if q * p * r = 1 then 1 else 0) := by
    intro q p r hq hp hr
    by_cases h : q * p * r = 1
    · have hp1 : p = 1 := Equiv.ext fun x => by
        obtain ⟨z, rfl⟩ := r.surjective x
        have hz : q (p (r z)) = z := Equiv.congr_fun h z
        have hcol : col T (p (r z)) = col T (r z) := by rw [← hq, hz, hr]
        exact T.symm.injective (Subtype.ext (Prod.ext (hp _) hcol))
      have hs : Perm.sign q * Perm.sign r = 1 := by
        rw [← Perm.sign_mul, show q * r = 1 by simpa [hp1] using h, Perm.sign_one]
      have hs' : ((Perm.sign q : ℤ) : ℚ) * ((Perm.sign r : ℤ) : ℚ) = 1 := by
        have := congrArg (fun u : ℤˣ => ((u : ℤ) : ℚ)) hs
        simpa only [Units.val_mul, Int.cast_mul, Units.val_one, Int.cast_one] using this
      rw [if_pos h, mul_one, hs']
      exact zero_le_one
    · rw [if_neg h, mul_zero, mul_zero]
  have hpos : 0 < φ (colAnti T * rowSym T * colAnti T) := by
    unfold colAnti rowSym
    rw [Finset.sum_mul_sum]
    simp_rw [Finset.sum_mul, Finset.mul_sum, map_sum, hterm]
    refine Finset.sum_pos' (fun q hq => Finset.sum_nonneg fun p hp =>
      Finset.sum_nonneg fun r hr => h0 q p r (Finset.mem_filter.1 hq).2
        (Finset.mem_filter.1 hp).2 (Finset.mem_filter.1 hr).2) ⟨1, by simp, ?_⟩
    refine Finset.sum_pos' (fun p hp => Finset.sum_nonneg fun r hr =>
      h0 1 p r (fun _ => rfl) (Finset.mem_filter.1 hp).2
        (Finset.mem_filter.1 hr).2) ⟨1, by simp, ?_⟩
    exact Finset.sum_pos' (fun r hr => h0 1 1 r (fun _ => rfl) (fun _ => rfl)
      (Finset.mem_filter.1 hr).2) ⟨1, by simp, by simp⟩
  intro h
  rw [h, map_zero] at hpos
  exact lt_irrefl _ hpos
```

Now suppose Σ g_U c_U = 0 with some coefficient nonzero, and take the largest T with g_T ≠ 0. Multiplication by b_T leaves

g_T b_T a_T b_T = 0,

which contradicts g_T ≠ 0. In Lean, `Finset.exists_max_image` chooses T and `hsingle` removes the other terms.

```lean
/-- The Young symmetrisers of the standard tableaux of one shape are linearly independent. -/
theorem young_linearIndependent (μ : YoungDiagram) (n : ℕ) :
    LinearIndependent ℚ (fun T : {T : Tableau μ n // IsStandard T} => young T.1) := by
  classical
  rw [linearIndependent_iff']
  intro s g hsum i hi
  by_contra hgi
  -- take the largest tableau that occurs with a nonzero coefficient
  obtain ⟨T, hTmem, hmax⟩ := Finset.exists_max_image (s.filter fun U => g U ≠ 0)
    (fun U => word U.1) ⟨i, Finset.mem_filter.2 ⟨hi, hgi⟩⟩
  obtain ⟨hTs, hgT⟩ := Finset.mem_filter.1 hTmem
  have hzero : ∑ U ∈ s, g U • (colAnti T.1 * young U.1) = 0 := by
    have h := congrArg (fun z => colAnti T.1 * z) hsum
    simpa only [Finset.mul_sum, mul_smul_comm, mul_zero] using h
  -- its column antisymmetriser removes all other terms
  have hsingle : ∑ U ∈ s, g U • (colAnti T.1 * young U.1) =
      g T • (colAnti T.1 * young T.1) := by
    refine Finset.sum_eq_single_of_mem T hTs fun U hU hne => ?_
    by_cases hgU : g U = 0
    · rw [hgU, zero_smul]
    · have hle := hmax U (Finset.mem_filter.2 ⟨hU, hgU⟩)
      have hlarger : LargerAtFirstDifference T.1 U.1 := by
        rcases hle.lt_or_eq with hlt | heq
        · exact larger_of_word_lt hlt
        · refine absurd (Subtype.ext (Equiv.ext fun c => Fin.ext ?_)) hne
          have h1 : entry U.1 c.1 = entry T.1 c.1 :=
            congrFun (toLex.injective heq) (toLex c.1)
          rw [← entry_cell, ← entry_cell, h1]
      rw [young, ← mul_assoc, colAnti_mul_rowSym T.2 hlarger, zero_mul, smul_zero]
  rw [hsingle, young, ← mul_assoc] at hzero
  exact (smul_ne_zero hgT (colAnti_rowSym_colAnti_ne_zero T.1)) hzero

end

end StandardTableauOrthogonality
```
```lean
#print axioms StandardTableauOrthogonality.larger_or_larger
-- 'StandardTableauOrthogonality.larger_or_larger' depends on axioms: [propext, Classical.choice, Quot.sound]
#print axioms StandardTableauOrthogonality.young_mul_eq_zero_or
-- 'StandardTableauOrthogonality.young_mul_eq_zero_or' depends on axioms: [propext, Classical.choice, Quot.sound]
#print axioms StandardTableauOrthogonality.young_linearIndependent
-- 'StandardTableauOrthogonality.young_linearIndependent' depends on axioms: [propext, Classical.choice, Quot.sound]
```
